# A one-site potential leaves a simple level in place exactly when it sits on a node of the orbital

Attach a substituent to one atom of a conjugated molecule, and the energies of the π orbitals generally change. Some levels may stay where they were. For a frontier level this matters directly, because its energy enters estimates of ionisation, electron attachment and excitation. Which positions of the substituent leave a given level untouched?

In a Hückel or tight-binding description, let $H$ be the Hermitian Hamiltonian matrix, $e$ a simple level with orbital $u$, and $k$ the substituted site. The substituent adds a real energy $d\neq 0$ to the diagonal element of that site. Then $e$ is still an eigenvalue if and only if $u_k=0$. The statement is exact in $d$ and applies to any simple level, frontier or not, within a finite one-electron model.

## Sites, substituent and levels

```lean
import Mathlib

open Matrix

namespace SubstituentNode

variable {n : Type*} [Fintype n] [DecidableEq n]
```

The type `n` is the finite set of sites, or equivalently of basis orbitals, which are taken to be orthonormal. An orbital is a function `n → ℂ`, which gives one complex amplitude per site.

```lean
/-- The Hamiltonian `H + d E_kk`: a substituent shifts the on-site energy of site `k` by `d`. -/
def substituted (H : Matrix n n ℂ) (k : n) (d : ℝ) : Matrix n n ℂ :=
  H + Matrix.single k k (d : ℂ)
```

This is the substituted Hamiltonian $H+dE_{kk}$, where $E_{kk}$ has a 1 in the diagonal position $k$ and zeros elsewhere. The type of `d` makes the potential real, and `(d : ℂ)` reads it as a complex number so that it can be added to a complex matrix. In Hückel language, $d$ is the change of the Coulomb integral $\alpha$ at one atom.

Applying the result to a real molecule assumes that the one-electron description is adequate and that the substituent does nothing else. A real one may also alter couplings, bring orbitals of its own and redistribute charge.

```lean
/-- The real number `e` is a level of `H`: some nonzero orbital has energy `e`. -/
def IsLevel (H : Matrix n n ℂ) (e : ℝ) : Prop :=
  ∃ v : n → ℂ, v ≠ 0 ∧ H *ᵥ v = (e : ℂ) • v
```

A definition ending in `Prop` introduces a statement, which may be true or false. Here it says that there is a nonzero $v$ with $Hv=ev$. The symbol `*ᵥ` is matrix times vector, and `•` is scalar times vector. The letter `e` is an energy, not the elementary charge.

```lean
/-- The level `e` of `H` is simple with orbital `u`: `u` is a nonzero eigenvector, and every
solution of the eigenvalue equation at energy `e` is a multiple of `u`. -/
structure IsSimpleLevel (H : Matrix n n ℂ) (e : ℝ) (u : n → ℂ) : Prop where
  ne_zero : u ≠ 0
  eigen : H *ᵥ u = (e : ℂ) • u
  unique : ∀ v : n → ℂ, H *ᵥ v = (e : ℂ) • v → ∃ c : ℂ, v = c • u
```

`IsSimpleLevel H e u` bundles three facts: $u\neq0$, $Hu=eu$, and every solution of $Hv=ev$ has the form $v=cu$. Normalisation is not required, since the condition $u_k=0$ does not depend on the length of $u$.

## How the potential acts on an orbital

```lean
/-- The substituent acts on an orbital only through its amplitude at the substituted site. -/
theorem substituted_mulVec (H : Matrix n n ℂ) (k : n) (d : ℝ) (v : n → ℂ) :
    substituted H k d *ᵥ v = H *ᵥ v + Pi.single k ((d : ℂ) * v k) := by
  rw [substituted, Matrix.add_mulVec]
  congr 1
  ext i
  by_cases h : i = k
  · subst h
    simp [Matrix.mulVec, dotProduct, Matrix.single_apply]
  · simp [Matrix.mulVec, dotProduct, h, Ne.symm h]
```

A theorem in Lean has its hypotheses before the first colon that stands outside all brackets, its conclusion after that colon, and its proof after `:=`. This one says

$$(H+dE_{kk})v = Hv + d\,v_k\,\hat e_k ,$$

where $\hat e_k$ is the unit vector on site $k$. The expression `Pi.single k x` is the vector with value $x$ at $k$ and zero elsewhere.

By hand, $(E_{kk}v)_i=\sum_j (E_{kk})_{ij}v_j$ equals $v_k$ for $i=k$ and $0$ otherwise. The proof makes the same case distinction: `ext i` compares components, and `by_cases` separates $i=k$ from $i\neq k$.

## An exact identity for the shift

```lean
/-- Exact level-shift identity: if `u` is an orbital of the Hermitian `H` at energy `e` and `w` an
orbital of the substituted system at energy `e'`, then `(e' - e) ⟨u, w⟩ = d u_k* w_k`. -/
theorem level_shift_identity {H : Matrix n n ℂ} (hH : H.IsHermitian) {k : n} {d e e' : ℝ}
    {u w : n → ℂ} (hu : H *ᵥ u = (e : ℂ) • u)
    (hw : substituted H k d *ᵥ w = (e' : ℂ) • w) :
    ((e' : ℂ) - (e : ℂ)) * (star u ⬝ᵥ w) = (d : ℂ) * star (u k) * w k := by
  -- hermiticity lets `H` act to the left on `u`
  have hleft : star u ᵥ* H = (e : ℂ) • star u := by
    have h := congrArg star hu
    rw [Matrix.star_mulVec, hH.eq] at h
    rw [h]
    ext i
    simp
  have hHw : star u ⬝ᵥ (H *ᵥ w) = (e : ℂ) * (star u ⬝ᵥ w) := by
    rw [Matrix.dotProduct_mulVec, hleft, smul_dotProduct, smul_eq_mul]
  -- project the perturbed eigenvalue equation onto `u`
  have h := congrArg (fun x => star u ⬝ᵥ x) hw
  simp only [substituted_mulVec, dotProduct_add, dotProduct_single, dotProduct_smul,
    smul_eq_mul, Pi.star_apply] at h
  rw [hHw] at h
  linear_combination -h
```

Let $Hu=eu$ and $(H+dE_{kk})w=e'w$, with $e$ and $e'$ real. With the inner product $\langle u,w\rangle=\sum_i u_i^*w_i$, written `star u ⬝ᵥ w`, the theorem states

$$(e'-e)\langle u,w\rangle = d\,u_k^*\,w_k .$$

To derive it, project the perturbed equation onto $u$:

$$\langle u,Hw\rangle + d\,u_k^*w_k = e'\langle u,w\rangle .$$

Since $H$ is Hermitian and $e$ is real, taking the adjoint of $Hu=eu$ gives $u^\dagger H=e\,u^\dagger$. Hence $\langle u,Hw\rangle=e\langle u,w\rangle$, and subtracting this term gives the identity.

In the Lean proof, `hleft` is the adjoint equation and `hHw` is its consequence for the matrix element. The second use of `congrArg` applies "take the inner product with $u$" to both sides of the perturbed equation. Finally, `linear_combination -h` does the rearrangement.

If $\langle u,w\rangle\neq0$, dividing the identity by this overlap gives the exact difference $e'-e$. For a weak potential and a simple level $e$, let $e'$ be the level that develops from it. Replacing the unknown $w$ by the normalised $u$ then gives the first-order estimate $e'-e\approx d|u_k|^2$.

## A node protects the orbital

```lean
/-- An orbital with a node at the substituted site remains an orbital, with the same energy. -/
theorem node_keeps_orbital {H : Matrix n n ℂ} {k : n} {e : ℝ} {u : n → ℂ} (d : ℝ)
    (hu : H *ᵥ u = (e : ℂ) • u) (hk : u k = 0) :
    substituted H k d *ᵥ u = (e : ℂ) • u := by
  rw [substituted_mulVec, hk, mul_zero, Pi.single_zero, add_zero, hu]
```

If $u_k=0$, the extra term $d\,u_k\hat e_k$ vanishes and $(H+dE_{kk})u=Hu=eu$. The orbital itself survives, along with its energy. The single `rw` line carries out these substitutions in order. Neither hermiticity nor simplicity is needed here.

## The equivalence

```lean
/-- For a Hermitian `H` with simple level `e` and orbital `u`, a nonzero substituent potential at
site `k` leaves `e` in the spectrum exactly when `u` has a node at `k`. -/
theorem level_persists_iff_node {H : Matrix n n ℂ} (hH : H.IsHermitian) {e : ℝ} {u : n → ℂ}
    (hu : IsSimpleLevel H e u) (k : n) {d : ℝ} (hd : d ≠ 0) :
    IsLevel (substituted H k d) e ↔ u k = 0 := by
  constructor
  · rintro ⟨v, hv0, hv⟩
    -- at unchanged energy the shift identity forces a node in `u` or in `v`
    have hs := level_shift_identity hH hu.eigen hv
    have hprod : (d : ℂ) * star (u k) * v k = 0 := by
      rw [← hs, sub_self, zero_mul]
    by_contra hk
    have hd' : (d : ℂ) ≠ 0 := by exact_mod_cast hd
    have hvk : v k = 0 :=
      (mul_eq_zero.mp hprod).resolve_left (mul_ne_zero hd' (star_ne_zero.mpr hk))
    -- then `v` does not feel the substituent, so it is a multiple of `u`
    rw [substituted_mulVec, hvk, mul_zero, Pi.single_zero, add_zero] at hv
    obtain ⟨c, hc⟩ := hu.unique v hv
    have hcu : c * u k = 0 := by
      rw [← hvk, hc, Pi.smul_apply, smul_eq_mul]
    rcases mul_eq_zero.mp hcu with h | h
    · exact hv0 (by rw [hc, h, zero_smul])
    · exact hk h
  · intro hk
    exact ⟨u, hu.ne_zero, node_keeps_orbital d hu.eigen hk⟩
```

The hypotheses are `hH` (hermiticity), `hu` (the level is simple with orbital $u$) and `hd` ($d\neq0$). The conclusion is that $e$ is a level of $H+dE_{kk}$ if and only if $u_k=0$. The tactic `constructor` splits this into its two directions.

**From a surviving level to a node.** Suppose $(H+dE_{kk})v=ev$ with $v\neq0$. The shift identity with $e'=e$ and $w=v$ gives

$$0=d\,u_k^*\,v_k .$$

Assume, for contradiction, that $u_k\neq0$; this is the step `by_contra hk`. Since $d\neq0$, we get $v_k=0$, which is `hvk`. Then $v$ does not feel the potential, so $Hv=ev$, and simplicity gives $v=cu$ for some $c$. Comparing amplitudes at site $k$ yields $c\,u_k=v_k=0$. Either $c=0$, which would make $v$ zero, or $u_k=0$, which contradicts the assumption. The command `rcases` treats these two cases.

**From a node to a surviving level.** If $u_k=0$, then $u$ is a nonzero orbital of the substituted system at energy $e$, by the preceding theorem.

The conclusion concerns the value $e$, not its place in the ordering. Another level may cross it when the substituent is strong, so a level that stays in place need not remain the highest occupied one.

Hermiticity enters through the left action of $H$ on $u$. If it is simply omitted, the equivalence can fail. Number two sites 0 and 1, and take

$$H=\begin{pmatrix}0&0\\1&1\end{pmatrix},\qquad e=0,\qquad u=(1,-1).$$

The eigenvalues are 0 and 1, so the level is simple. A potential $d$ on site 1 changes only the lower right element, to $1+d$. The first row is still zero, so 0 remains an eigenvalue although $u_1=-1$. Real entries and distinct real eigenvalues are therefore not enough to replace hermiticity.

## Two orbitals at the same energy

```lean
/-- A level with two linearly independent orbitals stays in the spectrum for a substituent of any
strength at any site. -/
theorem degenerate_level_persists {H : Matrix n n ℂ} {e : ℝ} {u v : n → ℂ}
    (hli : LinearIndependent ℂ ![u, v]) (hu : H *ᵥ u = (e : ℂ) • u)
    (hv : H *ᵥ v = (e : ℂ) • v) (k : n) (d : ℝ) :
    IsLevel (substituted H k d) e := by
  by_cases hk : u k = 0
  · exact ⟨u, by simpa using hli.ne_zero 0, node_keeps_orbital d hu hk⟩
  · -- combine the two orbitals so that their amplitudes at `k` cancel
    refine ⟨v k • u - u k • v, ?_, node_keeps_orbital d ?_ ?_⟩
    · intro h
      have h2 := (LinearIndependent.pair_iff.mp hli (v k) (-(u k))
        (by rw [neg_smul, ← sub_eq_add_neg]; exact h)).2
      exact hk (neg_eq_zero.mp h2)
    · rw [Matrix.mulVec_sub, Matrix.mulVec_smul, Matrix.mulVec_smul, hu, hv]
      module
    · simp only [Pi.sub_apply, Pi.smul_apply, smul_eq_mul]
      ring
```

Here $u$ and $v$ are linearly independent orbitals at the same energy $e$. The conclusion is that $e$ remains a level for every site $k$ and every real $d$, whether or not the given orbitals have nodes there.

If $u_k=0$, then $u$ survives. Otherwise, form

$$x=v_k\,u-u_k\,v .$$

Its amplitude at $k$ is $v_ku_k-u_kv_k=0$. It solves $Hx=ex$ by linearity, and it is nonzero because $u$ and $v$ are independent and the coefficient $-u_k$ is not zero. So $x$ is an orbital with a node at the substituted site, and it survives.

In the proof, `refine` supplies this combination and leaves three things to show: that it is nonzero, that it has energy $e$, and that it vanishes at $k$. The tactics `module` and `ring` finish the last two by algebra.

Benzene in the Hückel model is an example. Its highest occupied level is doubly degenerate, so a potential on any one carbon leaves that energy in the spectrum. For an orbital of the pair with nonzero amplitude at that carbon, the equivalence of the previous theorem fails; this is where simplicity is needed.

## The allyl chain

```lean
/-- The Hückel Hamiltonian of the allyl chain, with on-site energy `α` and coupling `β`. -/
def allyl (α β : ℝ) : Matrix (Fin 3) (Fin 3) ℂ :=
  !![(α : ℂ), (β : ℂ), 0; (β : ℂ), (α : ℂ), (β : ℂ); 0, (β : ℂ), (α : ℂ)]
```

The matrix describes three carbon sites with on-site energy $\alpha$ and nearest-neighbour coupling $\beta$:

$$\begin{pmatrix}\alpha&\beta&0\\ \beta&\alpha&\beta\\ 0&\beta&\alpha\end{pmatrix}.$$

The type `Fin 3` numbers the sites 0, 1 and 2, so the central atom is site 1.

```lean
/-- For `β ≠ 0` the allyl Hamiltonian is Hermitian and has the simple level `α` with orbital
`(1, 0, -1)`. -/
theorem allyl_witness (α : ℝ) {β : ℝ} (hβ : β ≠ 0) :
    (allyl α β).IsHermitian ∧ IsSimpleLevel (allyl α β) α ![1, 0, -1] := by
  have hβ' : (β : ℂ) ≠ 0 := by exact_mod_cast hβ
  refine ⟨Matrix.IsHermitian.ext fun i j => ?_, ?_, ?_, ?_⟩
  · fin_cases i <;> fin_cases j <;> simp [allyl]
  · intro h
    have h0 := congrFun h 0
    simp at h0
  · ext i
    fin_cases i <;> simp [allyl, Matrix.mulVec, dotProduct, Fin.sum_univ_three]
  · intro v hv
    have h0 : (α : ℂ) * v 0 + β * v 1 = α * v 0 := by
      simpa [allyl, Matrix.mulVec, dotProduct, Fin.sum_univ_three] using congrFun hv 0
    have h1 : (β : ℂ) * v 0 + α * v 1 + β * v 2 = α * v 1 := by
      simpa [allyl, Matrix.mulVec, dotProduct, Fin.sum_univ_three] using congrFun hv 1
    -- the first two rows fix the orbital up to its amplitude on the first atom
    have hv1 : v 1 = 0 := mul_left_cancel₀ hβ' (by linear_combination h0)
    have hv2 : v 2 = -v 0 := mul_left_cancel₀ hβ' (by linear_combination h1)
    refine ⟨v 0, ?_⟩
    ext i
    fin_cases i <;> simp [hv1, hv2]
```

For $\beta\neq0$ this matrix is Hermitian, and $\alpha$ is a simple level with orbital $(1,0,-1)$. Normalised, the orbital is $(1,0,-1)/\sqrt2$, the nonbonding orbital of allyl.

Hermiticity follows by comparing entries, and direct multiplication confirms the eigenvector. For simplicity, let $v$ be any solution at energy $\alpha$. Rows 0 and 1 give

$$\alpha v_0+\beta v_1=\alpha v_0,\qquad \beta v_0+\alpha v_1+\beta v_2=\alpha v_1 .$$

Since $\beta\neq0$, the first gives $v_1=0$ and the second gives $v_2=-v_0$. Thus $v=v_0(1,0,-1)$. The names `h0`, `h1`, `hv1` and `hv2` label these four equations, and `fin_cases` goes through the sites one at a time.

```lean
/-- In the allyl chain with `β ≠ 0`, a nonzero substituent potential on one atom leaves the level
`α` in the spectrum exactly when that atom is the central one. -/
theorem allyl_level_persists_iff (α : ℝ) {β d : ℝ} (hβ : β ≠ 0) (hd : d ≠ 0) (k : Fin 3) :
    IsLevel (substituted (allyl α β) k d) α ↔ k = 1 := by
  obtain ⟨hH, hu⟩ := allyl_witness α hβ
  rw [level_persists_iff_node hH hu k hd]
  fin_cases k <;> simp

end SubstituentNode
```

For $\beta\neq0$ and $d\neq0$, a potential on site $k$ leaves $\alpha$ in the spectrum if and only if $k=1$. The proof takes hermiticity and simplicity from the previous theorem, uses the equivalence to replace the spectral question by $u_k=0$, and checks the three amplitudes.

The determinant shows the same thing. Let $x=E-\alpha$ be the energy measured from the nonbonding level. With the substituent on the central atom, the secular equation is

$$x\,(x^2-dx-2\beta^2)=0 ,$$

so $x=0$ is a root for every $d$. The other two roots have product $-2\beta^2$, hence opposite signs, and the nonbonding level remains the middle one.

With the substituent on terminal site 0, the equation becomes

$$(d-x)(x^2-\beta^2)+\beta^2x=0 .$$

At $x=0$ the left side is $-d\beta^2\neq0$, so the level has moved. For $d=-0.5\,|\beta|$ the middle root is $x\approx-0.242\,|\beta|$. The first-order estimate, with $|u_0|^2=1/2$ for the normalised orbital, is $-0.25\,|\beta|$.

```lean
#print axioms SubstituentNode.level_persists_iff_node
#print axioms SubstituentNode.degenerate_level_persists
#print axioms SubstituentNode.allyl_level_persists_iff
```

```
'SubstituentNode.level_persists_iff_node' depends on axioms: [propext, Classical.choice, Quot.sound]
'SubstituentNode.degenerate_level_persists' depends on axioms: [propext, Classical.choice, Quot.sound]
'SubstituentNode.allyl_level_persists_iff' depends on axioms: [propext, Classical.choice, Quot.sound]
```
